# Least-squares energy levels from positively weighted lines are unique up to one constant per connected component

When energy levels are computed from a list of assigned lines, a common first step is to fix the energy of one level in each connected component of the network. Without some such condition the normal equations are singular, because lines measure only energy differences. For positive weights, the freedom left by the lines is exactly one additive constant per component. A companion identity concerns the data themselves: around any closed loop of lines, the signed sum of the residuals equals the signed sum of the observed frequencies, whatever levels are chosen. Both results bear on the extraction of empirical rovibrational levels, for a finite line list with fixed assignments and independent line weights.

In Lean 4 with Mathlib:

```lean
import Mathlib

open Matrix

namespace SpectroscopicNetwork
```

## Lines as differences between levels

Let V be the set of levels and L the set of lines. Each line e has a lower level l(e) and an upper level u(e). Several lines may join the same two levels, as happens with repeated measurements, and the network may be disconnected. The assignments are data: the structure `LineList` records them and does not test them.

```lean
/-- A list of spectral lines `L` between levels `V`: each line has a lower and an upper level. -/
structure LineList (V L : Type) where
  lower : L → V
  upper : L → V
```

A walk moves from level to level along lines. It follows a line upwards as an absorption step or downwards as an emission step. These words give the direction of travel and say nothing about how the line was recorded. In `Walk G a b` the endpoints are part of the type, so a closed walk is an element of `Walk G a a`.

```lean
variable {V L : Type} {G : LineList V L}

/-- A walk through the network: each step follows a line upwards (absorption) or
downwards (emission). -/
inductive Walk (G : LineList V L) : V → V → Type
  | nil (a : V) : Walk G a a
  | absorb (e : L) {b : V} (p : Walk G (G.upper e) b) : Walk G (G.lower e) b
  | emit (e : L) {b : V} (p : Walk G (G.lower e) b) : Walk G (G.upper e) b
```

For a line quantity f, the signed sum S_p(f) along a walk p adds f(e) for each absorption step and subtracts it for each emission step. The empty walk has sum zero.

```lean
/-- The sum of a line quantity along a walk, with sign plus for absorption and minus for
emission. -/
def Walk.signedSum (f : L → ℝ) : {a b : V} → Walk G a b → ℝ
  | _, _, .nil _ => 0
  | _, _, .absorb e p => f e + Walk.signedSum f p
  | _, _, .emit e p => -f e + Walk.signedSum f p
```

Two levels lie in the same component when a walk joins them. A function x on the levels is constant on components if x(a) = x(b) for every such pair. `Nonempty (Walk G a b)` says that a walk from a to b exists.

```lean
/-- A level function is constant on components if it agrees on levels joined by a walk. -/
def ConstantOnComponents (G : LineList V L) (x : V → ℝ) : Prop :=
  ∀ a b, Nonempty (Walk G a b) → x a = x b
```

The incidence matrix D has one row per line and one column per level, with +1 at the upper level and −1 at the lower level.

```lean
variable [DecidableEq V]

/-- The incidence matrix: each line has `+1` at its upper and `-1` at its lower level,
added if the two coincide. -/
def incidence (G : LineList V L) : Matrix L V ℝ :=
  Matrix.of fun e v => (if v = G.upper e then 1 else 0) - (if v = G.lower e then 1 else 0)
```

Let ν(e) be the observed frequency of line e and x(v) the energy of level v, both in the same unit, for instance cm⁻¹. The residual is observed minus calculated:

r = ν − Dx

```lean
variable [Fintype V]

/-- Observed frequencies minus those computed from the levels `x`. -/
def residual (G : LineList V L) (ν : L → ℝ) (x : V → ℝ) : L → ℝ :=
  ν - incidence G *ᵥ x
```

In row e of Dx only the entries at u(e) and l(e) contribute, so

(Dx)(e) = x(u(e)) − x(l(e)).

This is the Ritz combination principle built into the model: every calculated frequency is a difference of two level energies.

```lean
/-- The incidence matrix turns level energies into upper-minus-lower differences. -/
theorem incidence_mulVec (x : V → ℝ) (e : L) :
    (incidence G *ᵥ x) e = x (G.upper e) - x (G.lower e) := by
  simp [incidence, Matrix.mulVec, dotProduct, sub_mul, Finset.sum_sub_distrib]
```

## Residuals around a closed loop

For a walk p from a to b, the level differences telescope:

S_p(r) = S_p(ν) − (x(b) − x(a)).

The empty walk gives 0 = 0. Suppose the identity holds for a walk p from u(e) to b, and put an absorption along e in front. The new sum is

ν(e) − (x(u(e)) − x(l(e))) + S_p(ν) − (x(b) − x(u(e)))
= ν(e) + S_p(ν) − (x(b) − x(l(e))).

If p instead starts at l(e), an emission in front gives

−ν(e) + (x(u(e)) − x(l(e))) + S_p(ν) − (x(b) − x(l(e)))
= −ν(e) + S_p(ν) − (x(b) − x(u(e))).

For a closed walk b = a, and the level term vanishes. The induction runs over all walks, open or closed, since removing the first step of a closed walk generally leaves an open one. The two `ring` calls carry out the two calculations above.

```lean
/-- For any levels, the signed residual sum around a closed walk equals the signed sum of
the observed frequencies. -/
theorem closed_walk_residual (ν : L → ℝ) (x : V → ℝ) {a : V} (p : Walk G a a) :
    p.signedSum (residual G ν x) = p.signedSum ν := by
  -- along an open walk the level differences telescope
  have h : ∀ {a b : V} (p : Walk G a b),
      p.signedSum (residual G ν x) = p.signedSum ν - (x b - x a) := by
    intro a b p
    induction p with
    | nil a => simp [Walk.signedSum]
    | absorb e p ih =>
      simp only [Walk.signedSum, ih]
      simp only [residual, Pi.sub_apply, incidence_mulVec]
      ring
    | emit e p ih =>
      simp only [Walk.signedSum, ih]
      simp only [residual, Pi.sub_apply, incidence_mulVec]
      ring
  rw [h p, sub_self, sub_zero]
```

A familiar case uses two bands with a common lower vibrational state. In each band, R(J) and P(J+2) share an upper level. The loop R₁(J) up, P₁(J+2) down, P₂(J+2) up, R₂(J) down has the signed sum

R₁(J) − P₁(J+2) + P₂(J+2) − R₂(J),

which compares the same lower-state combination difference in the two bands. If it is not zero, no adjustment of the levels removes the discrepancy; a fit can only distribute it over the four lines.

## The weighted misfit

Give each line a weight w(e), typically 1/σ(e)² for a measurement uncertainty σ(e), and let W be the diagonal matrix of these weights. A diagonal W means that correlations between line errors are left out. The matrix of the normal equations is

N = DᵀWD.

```lean
variable [Fintype L] [DecidableEq L]

/-- The matrix `Dᵀ W D` of the weighted normal equations. -/
def normalMatrix (G : LineList V L) (w : L → ℝ) : Matrix V V ℝ :=
  (incidence G)ᵀ * diagonal w * incidence G
```

The quantity to be minimised is

χ²(x) = Σₑ w(e) r(e)².

```lean
omit [DecidableEq L] in
/-- The weighted sum of squared residuals. -/
def chiSq (G : LineList V L) (w ν : L → ℝ) (x : V → ℝ) : ℝ :=
  ∑ e, w e * residual G ν x e ^ 2
```

A least-squares level set is a global minimiser of χ² over all real level functions. The definition refers to the minimum itself and not to the normal equations, so their equivalence has to be proved.

```lean
/-- Levels that minimise the weighted sum of squared residuals. -/
def IsLeastSquares (G : LineList V L) (w ν : L → ℝ) (x : V → ℝ) : Prop :=
  ∀ y, chiSq G w ν x ≤ chiSq G w ν y
```

Two algebraic identities serve the rest of the argument. The first applies N one factor at a time:

Nx = Dᵀ(W(Dx)).

```lean
private lemma normal_mulVec (w : L → ℝ) (x : V → ℝ) : normalMatrix G w *ᵥ x =
    (incidence G)ᵀ *ᵥ (diagonal w *ᵥ (incidence G *ᵥ x)) := by
  simp only [normalMatrix, Matrix.mulVec_mulVec, Matrix.mul_assoc]
```

The second moves Dᵀ across a scalar product. For a level function h and a line quantity a,

h · DᵀWa = Σₑ w(e) (Dh)(e) a(e).

```lean
private lemma pairing (w a : L → ℝ) (h : V → ℝ) :
    h ⬝ᵥ ((incidence G)ᵀ *ᵥ (diagonal w *ᵥ a)) = ∑ e, w e * (incidence G *ᵥ h) e * a e := by
  rw [Matrix.dotProduct_mulVec, Matrix.vecMul_transpose]
  simp only [dotProduct, Matrix.mulVec_diagonal]
  exact Finset.sum_congr rfl fun e _ => by ring
```

## What the lines leave undetermined

Setting h = x and a = Dx gives the quadratic form

x · Nx = Σₑ w(e) (x(u(e)) − x(l(e)))².

If Nx = 0, this sum is zero. Its terms are nonnegative, so each one vanishes, and w(e) > 0 then gives x(u(e)) = x(l(e)) for every line. Following a walk step by step, x keeps its value from start to end, so it is constant on components.

Conversely, a single line is itself a walk. If x is constant on components, then Dx = 0 and hence Nx = 0.

The theorem `kernel_iff` states this equivalence under the hypothesis `∀ e, 0 < w e`. Physically, every listed line must carry some information: a line of weight zero would still join two levels in the network without constraining their difference.

```lean
/-- For positive weights, the kernel of `Dᵀ W D` consists of the level functions constant on
components. -/
theorem kernel_iff {w : L → ℝ} (hw : ∀ e, 0 < w e) (x : V → ℝ) :
    normalMatrix G w *ᵥ x = 0 ↔ ConstantOnComponents G x := by
  constructor
  · intro h
    have h0 : ∑ e, w e * (incidence G *ᵥ x) e * (incidence G *ᵥ x) e = 0 := by
      rw [← pairing, ← normal_mulVec, h, dotProduct_zero]
    have hn : ∀ e ∈ Finset.univ,
        0 ≤ w e * (incidence G *ᵥ x) e * (incidence G *ᵥ x) e := fun e _ => by
      rw [mul_assoc]
      exact mul_nonneg (hw e).le (mul_self_nonneg _)
    -- a vanishing sum of weighted squares forces equal energies across each line
    have hl : ∀ e, x (G.upper e) = x (G.lower e) := fun e => by
      have h1 := (Finset.sum_eq_zero_iff_of_nonneg hn).1 h0 e (Finset.mem_univ e)
      rw [mul_assoc] at h1
      have h2 := mul_self_eq_zero.1 ((mul_eq_zero.1 h1).resolve_left (hw e).ne')
      rw [incidence_mulVec] at h2
      linarith
    rintro a b ⟨p⟩
    induction p with
    | nil a => rfl
    | absorb e p ih => exact (hl e).symm.trans ih
    | emit e p ih => exact (hl e).trans ih
  · intro h
    have h0 : incidence G *ᵥ x = 0 := by
      funext e
      rw [incidence_mulVec, h _ _ ⟨.absorb e (.nil _)⟩, sub_self, Pi.zero_apply]
    rw [normal_mulVec, h0, Matrix.mulVec_zero, Matrix.mulVec_zero]
```

## Minimising the misfit and solving the normal equations

Move the levels from x to x + th. The residual becomes r − tDh, and

χ²(x + th) = χ²(x) − 2t Σₑ w(e)(Dh)(e)r(e) + t² Σₑ w(e)(Dh)(e)².

Let g = DᵀWr = DᵀWν − Nx. The normal equations Nx = DᵀWν say that g = 0.

Suppose x is a minimiser. Take h = g and write c = Σₑ w(e)(Dg)(e)² ≥ 0. The linear coefficient is g · g, so for every t

0 ≤ −2t (g · g) + t²c.

Choose t = (g · g)/(c + 1), so that g · g = t(c + 1). The right-hand side becomes −t²(c + 2), which forces t = 0, then g · g = 0 and g = 0.

Now suppose g = 0. With t = 1 and h = y − x the linear term vanishes, and

χ²(y) = χ²(x) + Σₑ w(e)(D(y − x))(e)² ≥ χ²(x).

In the code `hexp` is the expansion and `hg` the formula for g. Nonnegative weights suffice here.

```lean
/-- Levels are least-squares levels exactly when they solve the normal equations. -/
theorem leastSquares_iff {w : L → ℝ} (hw : ∀ e, 0 ≤ w e) (ν : L → ℝ) (x : V → ℝ) :
    IsLeastSquares G w ν x ↔
      normalMatrix G w *ᵥ x = (incidence G)ᵀ *ᵥ (diagonal w *ᵥ ν) := by
  have hg : (incidence G)ᵀ *ᵥ (diagonal w *ᵥ residual G ν x) =
      (incidence G)ᵀ *ᵥ (diagonal w *ᵥ ν) - normalMatrix G w *ᵥ x := by
    rw [residual, Matrix.mulVec_sub, Matrix.mulVec_sub, normal_mulVec]
  have hexp : ∀ (t : ℝ) (h : V → ℝ), chiSq G w ν (x + t • h) = chiSq G w ν x
      - 2 * t * (∑ e, w e * (incidence G *ᵥ h) e * residual G ν x e)
      + t ^ 2 * ∑ e, w e * (incidence G *ᵥ h) e ^ 2 := by
    intro t h
    simp only [chiSq, Finset.mul_sum]
    rw [← Finset.sum_sub_distrib, ← Finset.sum_add_distrib]
    refine Finset.sum_congr rfl fun e _ => ?_
    simp only [residual, Matrix.mulVec_add, Matrix.mulVec_smul, Pi.sub_apply, Pi.add_apply,
      Pi.smul_apply, smul_eq_mul]
    ring
  have hpos : ∀ h : V → ℝ, 0 ≤ ∑ e, w e * (incidence G *ᵥ h) e ^ 2 := fun h =>
    Finset.sum_nonneg fun e _ => mul_nonneg (hw e) (sq_nonneg _)
  constructor
  · intro hx
    -- step along `g`, which is `-1/2` times the gradient; minimality forces `g = 0`
    obtain ⟨g, hgd⟩ : ∃ g, g = (incidence G)ᵀ *ᵥ (diagonal w *ᵥ residual G ν x) := ⟨_, rfl⟩
    have hb : g ⬝ᵥ g = ∑ e, w e * (incidence G *ᵥ g) e * residual G ν x e := by
      rw [← pairing, ← hgd]
    have hc := hpos g
    have hm := fun t : ℝ => (hx (x + t • g)).trans_eq (hexp t g)
    rw [← hb] at hm
    generalize (∑ e, w e * (incidence G *ᵥ g) e ^ 2) = c at hc hm
    obtain ⟨t, ht⟩ : ∃ t : ℝ, g ⬝ᵥ g = t * (c + 1) :=
      ⟨g ⬝ᵥ g / (c + 1), by field_simp⟩
    have h1 := hm t
    rw [ht] at h1
    have h2 : t ^ 2 = 0 := by nlinarith [mul_nonneg (sq_nonneg t) hc, sq_nonneg t]
    have h3 : t = 0 := pow_eq_zero_iff (two_ne_zero) |>.1 h2
    have h4 : g = 0 := dotProduct_self_eq_zero.1 (by rw [ht, h3, zero_mul])
    rw [← hgd, h4] at hg
    exact (sub_eq_zero.1 hg.symm).symm
  · intro hx y
    have hb := pairing (G := G) w (residual G ν x) (y - x)
    rw [hg, hx, sub_self, dotProduct_zero] at hb
    have h1 := hexp 1 (y - x)
    rw [← hb, one_smul, add_sub_cancel] at h1
    linarith [hpos (y - x)]
```

## A best fit always exists

Since N can be singular, the normal equations need an argument for solvability. Let Q be the diagonal matrix with entries √w(e), and let B = QD. Then

BᵀB = DᵀWD = N.

If BᵀBz = 0, then (Bz) · (Bz) = 0 and so Bz = 0. Thus BᵀB and B have the same kernel, hence the same rank, and B has the same rank as Bᵀ. The range of BᵀB lies inside the range of Bᵀ, and with equal dimensions the two ranges coincide. The right-hand side of the normal equations is

DᵀWν = Bᵀ(Qν),

which lies in the range of Bᵀ and therefore in the range of N. Some x solves the equations, and by the previous result it minimises χ². The inclusion is `hle`, and the rank comparison turns it into the equality `heq`.

```lean
/-- For positive weights and any observed frequencies, least-squares levels exist. -/
theorem exists_leastSquares {w : L → ℝ} (hw : ∀ e, 0 < w e) (ν : L → ℝ) :
    ∃ x, IsLeastSquares G w ν x := by
  obtain ⟨s, hs⟩ : ∃ s : L → ℝ, diagonal s * diagonal s = diagonal w :=
    ⟨fun e => √(w e), by
      rw [Matrix.diagonal_mul_diagonal]
      exact congrArg diagonal (funext fun e => Real.mul_self_sqrt (hw e).le)⟩
  obtain ⟨B, hB⟩ : ∃ B, B = diagonal s * incidence G := ⟨_, rfl⟩
  have hN : Bᵀ * B = normalMatrix G w := by
    rw [normalMatrix, ← hs, hB, Matrix.transpose_mul, Matrix.diagonal_transpose]
    simp only [Matrix.mul_assoc]
  -- the range of `Bᵀ B` lies in that of `Bᵀ`; equal ranks make the two ranges equal
  have hle : LinearMap.range (Bᵀ * B).mulVecLin ≤ LinearMap.range Bᵀ.mulVecLin := by
    rintro _ ⟨x, rfl⟩
    exact ⟨B *ᵥ x, by simp only [Matrix.mulVecLin_apply, Matrix.mulVec_mulVec]⟩
  have heq := Submodule.eq_of_le_of_finrank_eq hle (by
    change (Bᵀ * B).rank = Bᵀ.rank
    rw [Matrix.rank_transpose_mul_self, Matrix.rank_transpose])
  have hmem : Bᵀ *ᵥ (diagonal s *ᵥ ν) ∈ LinearMap.range Bᵀ.mulVecLin := ⟨_, rfl⟩
  rw [← heq] at hmem
  obtain ⟨x, hx⟩ := hmem
  refine ⟨x, (leastSquares_iff (fun e => (hw e).le) ν x).2 ?_⟩
  rw [Matrix.mulVecLin_apply, hN] at hx
  rw [hx, ← hs, hB, Matrix.transpose_mul, Matrix.diagonal_transpose]
  simp only [Matrix.mulVec_mulVec, Matrix.mul_assoc]
```

## One constant per component

Let all weights be positive and let x be a least-squares level set, so Nx = DᵀWν. Another level set y is least-squares exactly when Ny = DᵀWν, that is, when

N(y − x) = 0.

By the kernel result this holds exactly when y − x is constant on components. Energy differences within a component are therefore the same in every best fit, while the offset between two components is left open by the lines. In water, for example, ordinary dipole lines do not connect ortho and para levels, and their relative position has to come from other information.

The theorem concerns the minimisers for given data and weights. It gives no error bars for the levels, and the loop identity does not address whether vanishing loop sums guarantee an exact fit.

```lean
/-- Given one least-squares level set, another level set is least-squares exactly when the two
differ by a function constant on components. -/
theorem leastSquares_unique_up_to_components {w : L → ℝ} (hw : ∀ e, 0 < w e) {ν : L → ℝ}
    {x : V → ℝ} (hx : IsLeastSquares G w ν x) (y : V → ℝ) :
    IsLeastSquares G w ν y ↔ ConstantOnComponents G (y - x) := by
  have hw' : ∀ e, 0 ≤ w e := fun e => (hw e).le
  rw [leastSquares_iff hw'] at hx ⊢
  rw [← kernel_iff hw, Matrix.mulVec_sub, hx, sub_eq_zero]

end SpectroscopicNetwork
```

```lean
#print axioms SpectroscopicNetwork.closed_walk_residual
-- 'SpectroscopicNetwork.closed_walk_residual' depends on axioms: [propext, Classical.choice, Quot.sound]
#print axioms SpectroscopicNetwork.exists_leastSquares
-- 'SpectroscopicNetwork.exists_leastSquares' depends on axioms: [propext, Classical.choice, Quot.sound]
#print axioms SpectroscopicNetwork.leastSquares_unique_up_to_components
-- 'SpectroscopicNetwork.leastSquares_unique_up_to_components' depends on axioms: [propext, Classical.choice, Quot.sound]
```

## Pinning levels in a fitting code

A program first finds the connected components, for instance by breadth-first search, and chooses one level in each as its zero. With the chosen indices in `pins`, a small dense fit in NumPy reads:

```python
x = np.zeros(D.shape[1])
keep = [v for v in range(D.shape[1]) if v not in pins]
A = D[:, keep]
x[keep] = np.linalg.solve(A.T @ (w[:, None] * A), A.T @ (w * nu))
```

Removing the pinned columns removes the freedom to shift each component, so for positive weights the reduced matrix is invertible in exact arithmetic. Lines of weight zero have to be left out before the components are determined. Large line lists call for sparse matrices, with the same pinning.

The loop sums can be computed before the fit. In a spanning forest of the network, each line left out closes a loop with lines of the forest, and a signed sum well beyond the combined uncertainties suggests that a line in that loop is misassigned or badly measured, or that its stated uncertainty is too small.
